# High-field HYSCORE ridges of a spin-1/2 nucleus with axial hyperfine coupling are straight in squared frequencies

To estimate hyperfine couplings from a HYSCORE (hyperfine sublevel correlation) ridge, one can read off pairs of nuclear frequencies along the ridge, square them, and fit a straight line. Let x and y be the squared nuclear frequencies for electron spin projection +1/2 and −1/2, w the nuclear Zeeman frequency, a the isotropic and T the dipolar hyperfine coupling, all in the same frequency units. The fit relies on the relation

(2a + T − 4w) x − (2a + T + 4w) y = 2w((a − T)(a + 2T) − 4w²),

which contains no orientation angle. If w ≠ 0 and 2a + T + 4w ≠ 0, the line has slope

k = (2a + T − 4w)/(2a + T + 4w),

so that 2a + T = 4w(1 + k)/(1 − k). The intercept then gives the product (a − T)(a + 2T). The sum and the product fix the two principal values a + 2T and a − T as an unordered pair, provided it is known which frequency belongs to which electron spin projection. Ridge positions alone do not tell this, and without it the pair is fixed only up to reversing the signs of both values together.

The relation assumes one electron spin 1/2 with an isotropic g value, one spin-1/2 nucleus with an axial hyperfine tensor and a Zeeman frequency that does not depend on orientation, and the high-field approximation. For a powder pattern simulated under these assumptions it also serves as a check.

The theorems below hold for all real w, a, T and t, with no side conditions. The physical assumptions sit in the definitions, and they are taken here one at a time. What is said about relaxing them is ordinary physical reasoning and has no theorem behind it in the file.

```lean
import Mathlib

open Matrix

namespace HyscoreRidges

noncomputable section
```

## The hyperfine tensor is axial

An axial tensor has one principal value, a + 2T, along a symmetry axis n, and the value a − T in every direction perpendicular to it. This describes, for example, an isotropic contact term plus the dipolar field of an electron that can be treated as a point. With the magnetic field along z and the axis at angle t to it,

n = (sin t, 0, cos t),

tensor = (a − T)·1 + 3T n nᵀ.

`axis` and `hyperfineTensor` are these two expressions. Lean numbers the directions x, y, z as 0, 1, 2.

```lean
/-- Direction of the hyperfine symmetry axis, at angle `t` to a magnetic field along `z`. -/
def axis (t : ℝ) : Fin 3 → ℝ := ![Real.sin t, 0, Real.cos t]

/-- Axial hyperfine tensor with isotropic coupling `a` and dipolar coupling `T`. -/
def hyperfineTensor (a T t : ℝ) : Matrix (Fin 3) (Fin 3) ℝ :=
  fun i j => (if i = j then a - T else 0) + 3 * T * axis t i * axis t j
```

The zz component is a − T + 3T cos² t, which is the secular coupling A = a + T(3 cos² t − 1). The zx component is the pseudosecular coupling B = 3T sin t cos t, and the zy component is zero because n has no y part.

```lean
/-- Secular hyperfine coupling `A`. -/
def secular (a T t : ℝ) : ℝ := a + T * (3 * Real.cos t ^ 2 - 1)

/-- Pseudosecular hyperfine coupling `B`. -/
def pseudosecular (T t : ℝ) : ℝ := 3 * T * Real.sin t * Real.cos t
```

Axial symmetry enters the derivation through the fact that only two principal values occur, so that an orientation is described by the two weights cos² t and sin² t. For a rhombic tensor with three different principal values there are three weights, the squared direction cosines of the field. If w ≠ 0, the squared frequencies then fill a triangle whose corners belong to the three principal directions, and the single line is lost.

## The electron spin is quantised along the field

In a strong field the electron spin projection m along z is a good quantum number, and the nucleus feels the hyperfine tensor only through its z row, multiplied by m. The nuclear Hamiltonian in one electron manifold is therefore

H = (w + mA) Iz + mB Ix.

Here m is a plain number. The electron spin operators, the electron Zeeman term and the parts of the coupling that flip the electron spin have been removed before the file begins. An isotropic electron g value is also implied, since the quantisation axis coincides with the field.

```lean
/-- The spin-1/2 operator `Iz`. -/
def spinZ : Matrix (Fin 2) (Fin 2) ℝ := !![1 / 2, 0; 0, -(1 / 2)]

/-- The spin-1/2 operator `Ix`. -/
def spinX : Matrix (Fin 2) (Fin 2) ℝ := !![0, 1 / 2; 1 / 2, 0]

/-- Nuclear Hamiltonian, in frequency units, for electron spin projection `m` and
nuclear Zeeman frequency `w`. -/
def nuclearHamiltonian (w a T m t : ℝ) : Matrix (Fin 2) (Fin 2) ℝ :=
  (w + m * secular a T t) • spinZ + (m * pseudosecular T t) • spinX
```

The effective field on the nucleus has longitudinal part w + mA and transverse part mB, both in frequency units. The transition frequency is its length,

ν = √((w + mA)² + (mB)²).

The sign convention is +w Iz. Since w may be any real number, the opposite convention is covered by changing its sign.

```lean
/-- Nuclear transition frequency for electron spin projection `m`. -/
def nuclearFreq (w a T m t : ℝ) : ℝ :=
  Real.sqrt ((w + m * secular a T t) ^ 2 + (m * pseudosecular T t) ^ 2)
```

A ridge point collects the squared frequencies of the two manifolds, with m = +1/2 first. A measured spectrum also shows the mirror-image peak with the two frequencies exchanged. Reading the pair in the wrong order changes the sign of both a and T.

```lean
/-- Point of the HYSCORE ridge at orientation `t`, in the plane of squared frequencies. -/
def ridgePoint (w a T t : ℝ) : ℝ × ℝ :=
  (nuclearFreq w a T (1 / 2) t ^ 2, nuclearFreq w a T (-(1 / 2)) t ^ 2)
```

The next theorem ties A and B to the tensor, so that they are not free-standing formulas. Its proof expands the three entries of row 2 and compares them by algebra.

```lean
/-- For a field along `z`, the row of the hyperfine tensor that couples to the electron
spin projection is `(B, 0, A)`. -/
theorem hyperfineTensor_field_row (a T t : ℝ) :
    hyperfineTensor a T t 2 0 = pseudosecular T t ∧
    hyperfineTensor a T t 2 1 = 0 ∧
    hyperfineTensor a T t 2 2 = secular a T t := by
  refine ⟨?_, ?_, ?_⟩
  · simp [hyperfineTensor, axis, pseudosecular]
    ring
  · simp [hyperfineTensor, axis]
  · simp [hyperfineTensor, axis, secular]
    ring
```

If the hyperfine coupling is not small compared with the electron Zeeman frequency, electron spin flips shift the nuclear frequencies in second order. If the g tensor is anisotropic, the electron's quantisation axis tilts away from the field and a different combination of tensor rows acts on the nucleus. In either case the points leave the line in general.

## The nucleus has spin 1/2

For spin 1/2 the Hamiltonian is a 2×2 matrix, with two levels and a single transition. Its secular determinant is

((w + mA)/2 − E)(−(w + mA)/2 − E) − (mB/2)² = E² − ν²/4 = (E − ν/2)(E + ν/2),

so the energies are ±ν/2 and their difference is ν.

The first theorem below removes the square root from ν², which is allowed because a sum of two squares is not negative. The second establishes the factorised determinant as `hdet`, using a quarter of the first identity, and then reads off the two roots. This justifies calling `nuclearFreq` a transition frequency: E makes the determinant vanish exactly when it is one of the two stated energies.

```lean
/-- The squared nuclear frequency is the sum of the squared longitudinal and transverse
effective fields. -/
theorem nuclearFreq_sq (w a T m t : ℝ) :
    nuclearFreq w a T m t ^ 2 =
      (w + m * secular a T t) ^ 2 + (m * pseudosecular T t) ^ 2 :=
  Real.sq_sqrt (by positivity)

/-- The energies of the nuclear Hamiltonian are plus and minus half the nuclear
transition frequency. -/
theorem nuclear_energies (w a T m t E : ℝ) :
    (nuclearHamiltonian w a T m t - E • (1 : Matrix (Fin 2) (Fin 2) ℝ)).det = 0 ↔
      E = nuclearFreq w a T m t / 2 ∨ E = -(nuclearFreq w a T m t / 2) := by
  -- the secular determinant factorises into the two energy levels
  have hdet : (nuclearHamiltonian w a T m t - E • (1 : Matrix (Fin 2) (Fin 2) ℝ)).det
      = (E - nuclearFreq w a T m t / 2) * (E + nuclearFreq w a T m t / 2) := by
    have h := nuclearFreq_sq w a T m t
    rw [Matrix.det_fin_two]
    simp [nuclearHamiltonian, spinZ, spinX]
    linear_combination (1 / 4) * h
  rw [hdet, mul_eq_zero, sub_eq_zero, add_eq_zero_iff_eq_neg]
```

A nucleus with spin 1 or higher has a quadrupole interaction as well, which is quadratic in the nuclear spin operators. The levels are then in general no longer equally spaced, and one frequency per manifold is not enough. Where the quadrupole term vanishes, neighbouring levels are still separated by ν, and the line remains valid for those single-quantum transitions.

## The Zeeman frequency does not depend on orientation

Write P = w + m(a + 2T) and Q = w + m(a − T) for the effective field when the external field is parallel and perpendicular to the hyperfine axis. Then P = Q + 3mT and w + mA = Q + 3mT cos² t, which gives

ν² = (Q + 3mT cos² t)² + 9m²T² sin² t cos² t

= Q² + 6mTQ cos² t + 9m²T² cos² t (cos² t + sin² t)

= Q² + 6mTQ cos² t + 9m²T² cos² t.

On the other side,

P² cos² t + Q² sin² t = Q²(cos² t + sin² t) + 6mTQ cos² t + 9m²T² cos² t,

and this is the same expression. Hence

ν² = P² cos² t + Q² sin² t.

The squared frequency is a weighted mean of its two extreme-orientation values. The calculation uses sin² t + cos² t = 1 twice, once multiplied by 9m²T² cos² t and once by Q². These are the two terms in the factor given to `linear_combination`.

```lean
/-- The squared nuclear frequency is the mean of its values for the field parallel and
perpendicular to the hyperfine axis, with weights `cos² t` and `sin² t`. -/
theorem nuclearFreq_sq_interpolation (w a T m t : ℝ) :
    nuclearFreq w a T m t ^ 2 =
      Real.cos t ^ 2 * (w + m * (a + 2 * T)) ^ 2 +
      Real.sin t ^ 2 * (w + m * (a - T)) ^ 2 := by
  rw [nuclearFreq_sq]
  unfold secular pseudosecular
  linear_combination (9 * m ^ 2 * T ^ 2 * Real.cos t ^ 2 - (w + m * (a - T)) ^ 2) *
    Real.sin_sq_add_cos_sq t
```

It remains to check the two extreme orientations. Let K stand for either a + 2T or a − T. With m = ±1/2,

x = (w + K/2)², y = (w − K/2)²,

x − y = 2wK, x + y = 2w² + K²/2.

The left side of the line equation becomes

(2a + T)(x − y) − 4w(x + y) = 2w(K(2a + T − K) − 4w²).

The two principal values add up to 2a + T, so K(2a + T − K) is their product (a − T)(a + 2T) for both choices of K. Both end points satisfy the same linear equation, and so does every weighted mean of them.

The Lean proof rewrites both frequencies by the interpolation theorem. What remains is the right-hand constant multiplied by sin² t + cos² t on one side and the constant alone on the other.

```lean
/-- HYSCORE ridge line: at every orientation the squared nuclear frequencies of the two
electron spin manifolds satisfy one linear equation whose coefficients do not contain `t`. -/
theorem hyscore_ridge_line (w a T t : ℝ) :
    (2 * a + T - 4 * w) * nuclearFreq w a T (1 / 2) t ^ 2 -
      (2 * a + T + 4 * w) * nuclearFreq w a T (-(1 / 2)) t ^ 2 =
      2 * w * ((a - T) * (a + 2 * T) - 4 * w ^ 2) := by
  rw [nuclearFreq_sq_interpolation, nuclearFreq_sq_interpolation]
  -- both end points satisfy the equation, and the weights add up to one
  linear_combination (2 * w * ((a - T) * (a + 2 * T) - 4 * w ^ 2)) *
    Real.sin_sq_add_cos_sq t
```

The argument uses a single number w for every orientation, so that P and Q are fixed while the weights change. Anisotropic nuclear shielding turns the nuclear Zeeman term into a tensor. If this tensor is axial about the same axis n, the same calculation still gives a straight ridge, with one Zeeman frequency in P and another in Q, but the line equation stated here no longer holds in general. For a shielding tensor without this symmetry the straight line is in general lost. The values m = ±1/2 matter less. The interpolation theorem holds for every real m, so two other projections would also give a straight ridge, with different coefficients.

## All orientations contribute

In a powder or a frozen solution the angle t takes all values. The weights cos² t and sin² t are then all pairs of non-negative numbers p and q with p + q = 1, and the ridge is the whole segment between the parallel and the perpendicular point. In the theorem, `Set.range (ridgePoint w a T)` is the set of points reached by some real t, and `segment ℝ` is the set of weighted means of the two end points.

One direction of the proof supplies cos² t and sin² t as the weights. The other starts from given weights p and q and chooses t = arccos √p. This is permitted because p lies between 0 and 1, and it gives cos² t = p and sin² t = q.

```lean
/-- Over all orientations the ridge fills exactly the straight segment between the points
of the parallel and the perpendicular orientation. -/
theorem hyscore_ridge_eq_segment (w a T : ℝ) :
    Set.range (ridgePoint w a T) =
      segment ℝ
        ((w + 1 / 2 * (a + 2 * T)) ^ 2, (w + -(1 / 2) * (a + 2 * T)) ^ 2)
        ((w + 1 / 2 * (a - T)) ^ 2, (w + -(1 / 2) * (a - T)) ^ 2) := by
  ext z
  constructor
  · rintro ⟨t, rfl⟩
    refine ⟨Real.cos t ^ 2, Real.sin t ^ 2, sq_nonneg _, sq_nonneg _,
      Real.cos_sq_add_sin_sq t, ?_⟩
    unfold ridgePoint
    rw [nuclearFreq_sq_interpolation, nuclearFreq_sq_interpolation]
    rfl
  · rintro ⟨p, q, hp, hq, hpq, rfl⟩
    -- the orientation with cos² t = p realises the weights p and q
    have h1 : Real.sqrt p ≤ 1 := Real.sqrt_le_iff.mpr ⟨by norm_num, by linarith⟩
    have hc : Real.cos (Real.arccos (Real.sqrt p)) ^ 2 = p := by
      rw [Real.cos_arccos (by linarith [Real.sqrt_nonneg p]) h1, Real.sq_sqrt hp]
    have hs : Real.sin (Real.arccos (Real.sqrt p)) ^ 2 = q := by
      linarith [Real.sin_sq_add_cos_sq (Real.arccos (Real.sqrt p))]
    refine ⟨Real.arccos (Real.sqrt p), ?_⟩
    unfold ridgePoint
    rw [nuclearFreq_sq_interpolation, nuclearFreq_sq_interpolation, hc, hs]
    rfl
```

If the microwave pulses excite only some orientations, the observed points form a part of this segment. The theorem describes positions and contains no intensities. At the two ends B = 0, so the nuclear modulation disappears there. Unless the effective field in one manifold also vanishes at an end, the modulation becomes weak on the way to it, and a measured ridge fades before it reaches that end.

When T = 0 the segment shrinks to the single point ((w + a/2)², (w − a/2)²). The line equation still holds at that point, but one point does not determine a slope, so the fit described at the start needs a nonzero T. When w = 0 both frequencies are equal at each orientation and the ridge lies on the diagonal x = y.

## The signs of the couplings are left open

Nothing fixes the sign of T or its size relative to a. The price is an ambiguity in the fit. Replacing (a, T) by (a + T, −T) exchanges the two principal values:

(a + T) + 2(−T) = a − T,

(a + T) − (−T) = a + 2T.

The end points change places and the segment stays the same. At the level of single orientations, the new secular coupling at angle t is

a + T − T(3 cos² t − 1) = a + 2T − 3T cos² t = a + T(3 sin² t − 1),

which is the old one at angle π/2 − t. The new pseudosecular coupling is −3T sin t cos t, the old one at π/2 − t with its sign reversed, and only its square enters ν. These two facts are `hA` and `hB` in the proof.

```lean
/-- Sign ambiguity: the couplings `(a + T, -T)` give at angle `t` the same nuclear
frequency as the couplings `(a, T)` at the complementary angle. -/
theorem nuclearFreq_sign_ambiguity (w a T m t : ℝ) :
    nuclearFreq w (a + T) (-T) m t = nuclearFreq w a T m (Real.pi / 2 - t) := by
  have hA : secular (a + T) (-T) t = secular a T (Real.pi / 2 - t) := by
    unfold secular
    rw [Real.cos_pi_div_two_sub]
    linear_combination (-3 * T) * Real.sin_sq_add_cos_sq t
  -- the pseudosecular coupling only changes sign
  have hB : pseudosecular (-T) t = -pseudosecular T (Real.pi / 2 - t) := by
    unfold pseudosecular
    rw [Real.cos_pi_div_two_sub, Real.sin_pi_div_two_sub]
    ring
  unfold nuclearFreq
  rw [hA, hB, mul_neg, neg_sq]
```

The equality of the two ridges follows by matching each angle t with π/2 − t, in both directions.

```lean
/-- The couplings `(a, T)` and `(a + T, -T)` produce the same ridge over all orientations. -/
theorem hyscore_ridge_sign_ambiguity (w a T : ℝ) :
    Set.range (ridgePoint w (a + T) (-T)) = Set.range (ridgePoint w a T) := by
  have h : ∀ t, ridgePoint w (a + T) (-T) t = ridgePoint w a T (Real.pi / 2 - t) := by
    intro t
    unfold ridgePoint
    rw [nuclearFreq_sign_ambiguity, nuclearFreq_sign_ambiguity]
  ext z
  constructor
  · rintro ⟨t, rfl⟩
    exact ⟨Real.pi / 2 - t, (h t).symm⟩
  · rintro ⟨t, rfl⟩
    exact ⟨Real.pi / 2 - t, by rw [h, sub_sub_cancel]⟩

end

end HyscoreRidges
```

Ridge positions alone therefore cannot decide between the two sets of couplings when T ≠ 0. The choice needs other information, such as the sign of T expected from a point-dipole model or an independent value of a.

```lean
#print axioms HyscoreRidges.nuclear_energies
-- 'HyscoreRidges.nuclear_energies' depends on axioms: [propext, Classical.choice, Quot.sound]
#print axioms HyscoreRidges.hyscore_ridge_line
-- 'HyscoreRidges.hyscore_ridge_line' depends on axioms: [propext, Classical.choice, Quot.sound]
#print axioms HyscoreRidges.hyscore_ridge_eq_segment
-- 'HyscoreRidges.hyscore_ridge_eq_segment' depends on axioms: [propext, Classical.choice, Quot.sound]
#print axioms HyscoreRidges.hyscore_ridge_sign_ambiguity
-- 'HyscoreRidges.hyscore_ridge_sign_ambiguity' depends on axioms: [propext, Classical.choice, Quot.sound]
```
